# A non-zero pairing term makes the dipole double commutator of a mean-field Hamiltonian depend on the origin

Let $i$ run over a finite set `ι` of fermionic modes, and let operators be square complex matrices whose rows and columns are labelled by a finite set `m`. The superscript `ᴴ` is the adjoint $\dagger$.

In Lean 4 with Mathlib:

```lean
import Mathlib

open Matrix

namespace PairingSumRule

noncomputable section

variable {ι m : Type*} [Fintype ι] [DecidableEq ι] [Fintype m] [DecidableEq m]
```

The annihilation matrices $a_i$ satisfy
$$a_ia_j+a_ja_i=0,\qquad a_ia_j^\dagger+a_j^\dagger a_i=\delta_{ij}.$$
These relations are a hypothesis, `IsCAR a`, and express Fermi statistics. No particular representation is fixed.

```lean
/-- The canonical anticommutation relations for annihilation matrices `a i`
and their adjoints. -/
structure IsCAR (a : ι → Matrix m m ℂ) : Prop where
  anti : ∀ i j, a i * a j + a j * a i = 0
  mixed : ∀ i j, a i * (a j)ᴴ + (a j)ᴴ * a i = if i = j then 1 else 0
```

The commutator is $[A,B]=AB-BA$.

```lean
/-- The commutator of two operators. -/
def comm (A B : Matrix m m ℂ) : Matrix m m ℂ := A * B - B * A
```

Mode $i$ sits at a real coordinate $x_i$ on a line. With the charge set to one, the dipole is $X=\sum_i x_i\,a_i^\dagger a_i$.

```lean
/-- The position (dipole) operator `∑ xᵢ aᵢ† aᵢ` for sites at coordinates `xᵢ`. -/
def dipole (a : ι → Matrix m m ℂ) (x : ι → ℝ) : Matrix m m ℂ :=
  ∑ i, (x i : ℂ) • ((a i)ᴴ * a i)
```

Hopping is $T=\sum_{ij}t_{ij}\,a_i^\dagger a_j$, with arbitrary complex $t_{ij}$.

```lean
/-- The hopping operator `∑ tᵢⱼ aᵢ† aⱼ`. -/
def hopping (a : ι → Matrix m m ℂ) (t : ι → ι → ℂ) : Matrix m m ℂ :=
  ∑ i, ∑ j, t i j • ((a i)ᴴ * a j)
```

Pairing is $K=\sum_{ij}D_{ij}\,a_ia_j$. Only the antisymmetric part of $D$ contributes, because the $a_i$ anticommute.

```lean
/-- The pairing operator `∑ Dᵢⱼ aᵢ aⱼ`. -/
def pairing (a : ι → Matrix m m ℂ) (D : ι → ι → ℂ) : Matrix m m ℂ :=
  ∑ i, ∑ j, D i j • (a i * a j)
```

The mean-field Hamiltonian is $H=T+K+K^\dagger$, which is Hermitian when $t$ is. Its pairing terms describe exchange of pairs with a condensate that is not treated dynamically, so particle number need not be conserved.

```lean
/-- The mean-field Hamiltonian: hopping, pairing, and the adjoint of the pairing. -/
def meanField (a : ι → Matrix m m ℂ) (t D : ι → ι → ℂ) : Matrix m m ℂ :=
  hopping a t + pairing a D + (pairing a D)ᴴ
```

## The dipole carried by one particle and by a pair

Since the $x_i$ are real and $(a_i^\dagger a_i)^\dagger=a_i^\dagger a_i$, we have $X^\dagger=X$.

```lean
omit [DecidableEq ι] [DecidableEq m] in
/-- The dipole operator with real coordinates is Hermitian. -/
theorem dipole_hermitian (a : ι → Matrix m m ℂ) (x : ι → ℝ) :
    (dipole a x)ᴴ = dipole a x := by
  simp [dipole, Matrix.conjTranspose_sum, Matrix.conjTranspose_smul,
    Matrix.conjTranspose_mul]
```

For each $k$, adding and subtracting $a_k^\dagger a_i a_k$ gives
$$[a_k^\dagger a_k,a_i]=a_k^\dagger(a_ka_i+a_ia_k)-(a_ia_k^\dagger+a_k^\dagger a_i)a_k=-\delta_{ik}a_k .$$
This is `key` in the proof. Multiplying by $x_k$ and summing yields $[X,a_i]=-x_ia_i$. Because $X$ is Hermitian, $[X,a_i^\dagger]=-[X,a_i]^\dagger=x_ia_i^\dagger$.

```lean
/-- Annihilating a particle at site `i` lowers the dipole by `xᵢ`, and creating one
raises it by `xᵢ`. -/
theorem comm_dipole_ladder {a : ι → Matrix m m ℂ} (h : IsCAR a) (x : ι → ℝ) (i : ι) :
    comm (dipole a x) (a i) = (-(x i : ℂ)) • a i ∧
    comm (dipole a x) (a i)ᴴ = (x i : ℂ) • (a i)ᴴ := by
  have key : ∀ k, (a k)ᴴ * a k * a i - a i * ((a k)ᴴ * a k)
      = if i = k then -a k else 0 := by
    intro k
    have e : (a k)ᴴ * a k * a i - a i * ((a k)ᴴ * a k)
        = (a k)ᴴ * (a k * a i + a i * a k)
          - (a i * (a k)ᴴ + (a k)ᴴ * a i) * a k := by noncomm_ring
    rw [e, h.anti, h.mixed]
    split_ifs <;> simp
  have low : comm (dipole a x) (a i) = (-(x i : ℂ)) • a i := by
    simp only [comm, dipole, Finset.sum_mul, Finset.mul_sum, smul_mul_assoc,
      mul_smul_comm, ← Finset.sum_sub_distrib, ← smul_sub, key]
    simp
  refine ⟨low, ?_⟩
  -- the creation operator follows by taking the adjoint
  have e : comm (dipole a x) (a i)ᴴ = -(comm (dipole a x) (a i))ᴴ := by
    simp only [comm, Matrix.conjTranspose_sub, Matrix.conjTranspose_mul, dipole_hermitian]
    noncomm_ring
  rw [e, low, Matrix.conjTranspose_smul]
  simp
```

Suppose operators $F_{ij}$ satisfy $[X,F_{ij}]=\alpha_{ij}F_{ij}$. By linearity,
$$\Big[X,\sum_{ij}c_{ij}F_{ij}\Big]=\sum_{ij}\alpha_{ij}c_{ij}F_{ij}.$$

```lean
omit [DecidableEq ι] in
/-- If each `F i j` changes the quantity `X` by `α i j`, the commutator of `X` with a
combination of them multiplies each coefficient by `α i j`. -/
theorem comm_sum (X : Matrix m m ℂ) (F : ι → ι → Matrix m m ℂ) (α c : ι → ι → ℂ)
    (h : ∀ i j, comm X (F i j) = α i j • F i j) :
    comm X (∑ i, ∑ j, c i j • F i j) = ∑ i, ∑ j, (α i j * c i j) • F i j := by
  simp only [comm] at h
  simp only [comm, Finset.mul_sum, Finset.sum_mul, mul_smul_comm, smul_mul_assoc,
    ← Finset.sum_sub_distrib, ← smul_sub, h, smul_smul]
  refine Finset.sum_congr rfl fun i _ => Finset.sum_congr rfl fun j _ => ?_
  rw [mul_comm]
```

For $A=\sum_{ij}c_{ij}F_{ij}$, antisymmetry gives $[X,[A,X]]=-[X,[X,A]]$. Using the previous result twice,
$$[X,[A,X]]=-\sum_{ij}\alpha_{ij}^2c_{ij}F_{ij}.$$

```lean
omit [DecidableEq ι] in
/-- If `[X, F i j] = α i j • F i j` for all `i` and `j`, then for `A = ∑ c i j • F i j` the double
commutator `[X, [A, X]]` is the same sum with each coefficient `c i j` multiplied by `-(α i j)²`. -/
theorem doubleComm_sum (X : Matrix m m ℂ) (F : ι → ι → Matrix m m ℂ) (α c : ι → ι → ℂ)
    (h : ∀ i j, comm X (F i j) = α i j • F i j) :
    comm X (comm (∑ i, ∑ j, c i j • F i j) X)
      = -∑ i, ∑ j, (α i j ^ 2 * c i j) • F i j := by
  have e : ∀ K : Matrix m m ℂ, comm X (comm K X) = -comm X (comm X K) := by
    intro K
    simp only [comm]
    noncomm_ring
  rw [e, comm_sum X F α c h, comm_sum X F α _ h]
  simp only [← mul_assoc, ← pow_two]
```

For a pair, the Leibniz rule gives
$$[X,a_ia_j]=[X,a_i]a_j+a_i[X,a_j]=-(x_i+x_j)\,a_ia_j .$$

```lean
/-- Removing a pair from sites `i` and `j` lowers the dipole by `xᵢ + xⱼ`. -/
theorem comm_dipole_pair {a : ι → Matrix m m ℂ} (h : IsCAR a) (x : ι → ℝ) (i j : ι) :
    comm (dipole a x) (a i * a j) = (-((x i : ℂ) + x j)) • (a i * a j) := by
  have e : comm (dipole a x) (a i * a j)
      = comm (dipole a x) (a i) * a j + a i * comm (dipole a x) (a j) := by
    simp only [comm]
    noncomm_ring
  rw [e, (comm_dipole_ladder h x i).1, (comm_dipole_ladder h x j).1,
    smul_mul_assoc, mul_smul_comm]
  module
```

## Sums for pairing, differences for hopping

Setting $\alpha_{ij}=-(x_i+x_j)$, whose sign disappears on squaring, gives
$$[X,[K,X]]=-\sum_{ij}(x_i+x_j)^2D_{ij}\,a_ia_j .$$

```lean
/-- **Pairing double commutator**: `[X, [K, X]] = -∑ (xᵢ + xⱼ)² Dᵢⱼ aᵢ aⱼ`. -/
theorem doubleComm_pairing {a : ι → Matrix m m ℂ} (h : IsCAR a) (x : ι → ℝ)
    (D : ι → ι → ℂ) :
    comm (dipole a x) (comm (pairing a D) (dipole a x))
      = -∑ i, ∑ j, (((x i : ℂ) + x j) ^ 2 * D i j) • (a i * a j) := by
  have e := doubleComm_sum (dipole a x) (fun i j => a i * a j)
    (fun i j => -((x i : ℂ) + x j)) D (comm_dipole_pair h x)
  simp only [neg_sq] at e
  exact e
```

For hopping, the two contributions have opposite signs: $[X,a_i^\dagger a_j]=(x_i-x_j)\,a_i^\dagger a_j$. Hence
$$[X,[T,X]]=-\sum_{ij}(x_i-x_j)^2t_{ij}\,a_i^\dagger a_j ,$$
which a common shift of the coordinates leaves unchanged.

```lean
/-- For hopping the double commutator contains only coordinate differences:
`[X, [T, X]] = -∑ (xᵢ - xⱼ)² tᵢⱼ aᵢ† aⱼ`. -/
theorem doubleComm_hopping {a : ι → Matrix m m ℂ} (h : IsCAR a) (x : ι → ℝ)
    (t : ι → ι → ℂ) :
    comm (dipole a x) (comm (hopping a t) (dipole a x))
      = -∑ i, ∑ j, (((x i : ℂ) - x j) ^ 2 * t i j) • ((a i)ᴴ * a j) := by
  refine doubleComm_sum (dipole a x) (fun i j => (a i)ᴴ * a j)
    (fun i j => (x i : ℂ) - x j) t fun i j => ?_
  have e : comm (dipole a x) ((a i)ᴴ * a j)
      = comm (dipole a x) (a i)ᴴ * a j + (a i)ᴴ * comm (dipole a x) (a j) := by
    simp only [comm]
    noncomm_ring
  rw [e, (comm_dipole_ladder h x i).2, (comm_dipole_ladder h x j).1,
    smul_mul_assoc, mul_smul_comm]
  module
```

## Origin independence holds exactly when $K=0$

Replacing every $x_i$ by $x_i+c$ changes $X$ to $X+cN$, where $N=\sum_i a_i^\dagger a_i$. Write $\Phi(Y)=[Y,[H,Y]]$, which is quadratic in $Y$. If $\Phi$ is unchanged by the shifts $c=\pm1$, then
$$0=\Phi(X+N)+\Phi(X-N)-2\Phi(X)=2\Phi(N),$$
which is `d` in the proof.

Setting all coordinates to one gives $[N,[T,N]]=0$ and $[N,K]=-2K$; the adjoint gives $[N,K^\dagger]=2K^\dagger$. These are `hT`, `hN` and `hN'`. The auxiliary fact `lin` turns $[N,A]=zA$ into $[N,[A,N]]=-z^2A$, so
$$\Phi(N)=-4(K+K^\dagger)=0,\qquad K^\dagger=-K.$$
Now $[N,K^\dagger]$ equals $2K^\dagger=-2K$, but also $-[N,K]=2K$. Therefore $K=0$. Conversely, if $K=0$ only hopping remains, and its double commutator with the dipole depends on the coordinates only through their differences.

```lean
/-- The double commutator of the mean-field Hamiltonian with the dipole is the same for
every choice of origin if and only if the pairing operator vanishes. -/
theorem origin_independent_iff {a : ι → Matrix m m ℂ} (h : IsCAR a) (x : ι → ℝ)
    (t D : ι → ι → ℂ) :
    (∀ c : ℝ, comm (dipole a fun i => x i + c)
        (comm (meanField a t D) (dipole a fun i => x i + c))
      = comm (dipole a x) (comm (meanField a t D) (dipole a x)))
    ↔ pairing a D = 0 := by
  constructor
  · intro hc
    set N := dipole a (fun _ => (1 : ℝ)) with hNdef
    set K := pairing a D with hKdef
    have hNh : Nᴴ = N := dipole_hermitian a _
    -- shifting the origin adds a multiple of the particle number
    have s1 : dipole a (fun i => x i + 1) = dipole a x + N := by
      simp only [hNdef, dipole, ← Finset.sum_add_distrib]
      refine Finset.sum_congr rfl fun i _ => ?_
      push_cast
      module
    have s2 : dipole a (fun i => x i + (-1)) = dipole a x - N := by
      simp only [hNdef, dipole, ← Finset.sum_sub_distrib]
      refine Finset.sum_congr rfl fun i _ => ?_
      push_cast
      module
    have h1 := hc 1
    have h2 := hc (-1)
    rw [s1] at h1
    rw [s2] at h2
    -- the second difference in the shift isolates the number operator
    have d : comm N (comm (meanField a t D) N) + comm N (comm (meanField a t D) N) = 0 := by
      have e : comm N (comm (meanField a t D) N) + comm N (comm (meanField a t D) N)
          = (comm (dipole a x + N) (comm (meanField a t D) (dipole a x + N))
              - comm (dipole a x) (comm (meanField a t D) (dipole a x)))
            + (comm (dipole a x - N) (comm (meanField a t D) (dipole a x - N))
              - comm (dipole a x) (comm (meanField a t D) (dipole a x))) := by
        simp only [comm]
        noncomm_ring
      rw [e, h1, h2, sub_self, add_zero]
    have hT : comm N (comm (hopping a t) N) = 0 := by
      rw [hNdef, doubleComm_hopping h]
      simp
    have hN : comm N K = (-2 : ℂ) • K := by
      have e := comm_sum N (fun i j => a i * a j) (fun _ _ => (-2 : ℂ)) D (fun i j => by
        rw [hNdef, comm_dipole_pair h]
        congr 1
        push_cast
        ring)
      simp only [← smul_smul, ← Finset.smul_sum] at e
      exact e
    have hN' : comm N Kᴴ = (2 : ℂ) • Kᴴ := by
      have e : comm N Kᴴ = -(comm N K)ᴴ := by
        simp only [comm, Matrix.conjTranspose_sub, Matrix.conjTranspose_mul, hNh]
        noncomm_ring
      rw [e, hN, Matrix.conjTranspose_smul]
      simp
    have lin : ∀ (z : ℂ) (A : Matrix m m ℂ), comm N A = z • A →
        comm N (comm A N) = (-(z ^ 2)) • A := by
      intro z A hA
      have e : comm A N = (-z) • A := by
        rw [neg_smul, ← hA]
        simp only [comm]
        abel
      have e' : comm N ((-z) • A) = (-z) • comm N A := by
        simp only [comm, mul_smul_comm, smul_mul_assoc, smul_sub]
      rw [e, e', hA, smul_smul]
      congr 1
      ring
    have split : comm N (comm (meanField a t D) N)
        = comm N (comm (hopping a t) N) + comm N (comm K N) + comm N (comm Kᴴ N) := by
      simp only [meanField, ← hKdef, comm]
      noncomm_ring
    rw [split, hT, lin _ _ hN, lin _ _ hN'] at d
    have hK : Kᴴ = -K := by
      have e : Kᴴ + K = (-1 / 8 : ℂ) • ((0 + (-((-2 : ℂ) ^ 2)) • K + (-((2 : ℂ) ^ 2)) • Kᴴ)
          + (0 + (-((-2 : ℂ) ^ 2)) • K + (-((2 : ℂ) ^ 2)) • Kᴴ)) := by module
      rw [d, smul_zero] at e
      exact eq_neg_of_add_eq_zero_left e
    -- `K` lowers the particle number and `K†` raises it, so `K† = -K` forces `K = 0`
    have f : comm N Kᴴ = -comm N K := by
      rw [hK]
      simp only [comm]
      noncomm_ring
    rw [hN', hN, hK] at f
    calc K = (-1 / 4 : ℂ) • ((2 : ℂ) • (-K) - -((-2 : ℂ) • K)) := by module
      _ = 0 := by rw [f, sub_self, smul_zero]
  · intro hK c
    have e : meanField a t D = hopping a t := by simp [meanField, hK]
    rw [e, doubleComm_hopping h, doubleComm_hopping h]
    simp
```

For a Hermitian $H$, the expectation value of $\tfrac12[X,[H,X]]$ in an eigenstate is the energy-weighted dipole sum, so in this finite, quadratic model of a superconductor pairing can make that sum depend on the origin. The theorem compares operators; the expectation value in a particular state may still agree for two origins.

## Two modes with non-zero pairing

In the occupation basis $|00\rangle,|01\rangle,|10\rangle,|11\rangle$, two modes have the following Jordan–Wigner matrices.

```lean
/-- Two fermionic modes in the Jordan–Wigner representation. -/
def jordanWigner : Fin 2 → Matrix (Fin 4) (Fin 4) ℂ :=
  ![!![0, 0, 1, 0; 0, 0, 0, 1; 0, 0, 0, 0; 0, 0, 0, 0],
    !![0, 1, 0, 0; 0, 0, 0, 0; 0, 0, 0, -1; 0, 0, 0, 0]]
```

Checking entries confirms the anticommutation relations. With $D_{01}=1$ and all other coefficients zero, $K=a_0a_1$ sends $|11\rangle$ to $-|00\rangle$, so it is non-zero.

```lean
/-- The two Jordan–Wigner modes obey the canonical anticommutation relations, and their
pairing operator `a₀ a₁` is non-zero. -/
theorem isCAR_witness :
    IsCAR jordanWigner ∧ pairing jordanWigner ![![0, 1], ![0, 0]] ≠ 0 := by
  refine ⟨⟨?_, ?_⟩, ?_⟩
  · intro i j
    fin_cases i <;> fin_cases j <;> ext p q <;> fin_cases p <;> fin_cases q <;>
      simp [jordanWigner]
  · intro i j
    ext p q
    -- expand into entries before inserting the explicit matrices
    simp only [Matrix.add_apply, Matrix.mul_apply, Matrix.conjTranspose_apply,
      Fin.sum_univ_four]
    fin_cases i <;> fin_cases j <;> fin_cases p <;> fin_cases q <;>
      simp [jordanWigner]
  · intro h
    have e := congrFun (congrFun h 0) 3
    simp [pairing, jordanWigner] at e

end

end PairingSumRule
```

```lean
#print axioms PairingSumRule.doubleComm_pairing
#print axioms PairingSumRule.origin_independent_iff
```

```
'PairingSumRule.doubleComm_pairing' depends on axioms: [propext, Classical.choice, Quot.sound]
'PairingSumRule.origin_independent_iff' depends on axioms: [propext, Classical.choice, Quot.sound]
```

## Operators without matrices

The $a_i$ could also be modelled as elements of an abstract complex algebra with an adjoint. The derivation uses only algebra and the adjoint, so the same argument would also cover representations on infinite-dimensional spaces, still with finitely many modes. The explicit matrices would then serve as one example of such an algebra.
